# The open nonreciprocal SSH chain with $|g|<t_1$ has a real spectrum

A particle hops along a chain of two-site cells, and inside each cell it hops more readily one way than the other. Such an asymmetry appears in effective descriptions of systems coupled to gain and loss. The matrix $H$ that governs the amplitudes is then not Hermitian, so Hermiticity no longer guarantees real energies. When are they real all the same?

Number the cells $n=0,\dots,N-1$ and call the sites of cell $n$ $A_n$ and $B_n$. The nonzero elements of $H$ are

$$H_{A_n,B_n}=t_1+g,\qquad H_{B_n,A_n}=t_1-g,\qquad H_{A_{n+1},B_n}=H_{B_n,A_{n+1}}=t_2,$$

with $t_1,g,t_2$ real. The first index is the site of arrival, so $g>0$ favours hops to the left. The chain is open: no bond $t_2$ joins $B_{N-1}$ to $A_0$. We assume $|g|<t_1$, which means that both intracell amplitudes are positive and neither direction is blocked.

The claim is that a diagonal rescaling of the sites turns $H$ into the reciprocal Su–Schrieffer–Heeger (SSH) matrix $H_0$, with intracell hopping $\sqrt{t_1^2-g^2}$ in both directions and the same $t_2$. The two matrices therefore have the same characteristic polynomial, and every eigenvalue of $H$ is real.

## Removing the asymmetry by rescaling the sites

Let $S$ be diagonal with entries $s_i$. Conjugation multiplies each matrix element by a ratio:

$$(S^{-1}HS)_{ij}=H_{ij}\,\frac{s_j}{s_i}.$$

The intercell bonds are already symmetric, so we want $s_{B_n}=s_{A_{n+1}}$. Inside a cell we take $s_{B_n}=r\,s_{A_n}$ with $r>0$. Starting from $s_{A_0}=1$ this gives $s_{A_n}=r^n$ and $s_{B_n}=r^{n+1}$, that is, $S=\mathrm{diag}(1,r,r,r^2,r^2,\dots,r^N)$ along the chain. The intracell elements become $(t_1+g)r$ and $(t_1-g)/r$. They are equal when

$$r=\sqrt{\frac{t_1-g}{t_1+g}}.$$

Write $a=\sqrt{t_1+g}$ and $b=\sqrt{t_1-g}$, both positive. Then $r=b/a$, and

$$(t_1+g)r=a^2\,\frac ba=ab,\qquad \frac{t_1-g}{r}=b^2\,\frac ab=ab,\qquad ab=\sqrt{t_1^2-g^2}.$$

Hence $S^{-1}HS=H_0$. The characteristic polynomials agree because

$$\det(z-H_0)=\det\!\big(S^{-1}(z-H)S\big)=\det(z-H).$$

Now let $H\psi=z\psi$ with $\psi\neq0$, and set $\varphi=S^{-1}\psi\neq0$. Then $H_0\varphi=S^{-1}H\psi=z\varphi$. Since $H_0$ is real and symmetric, it is Hermitian, so $\varphi^\dagger H_0\varphi$ equals both $z\,\varphi^\dagger\varphi$ and $z^*\varphi^\dagger\varphi$. As $\varphi^\dagger\varphi>0$, we get $z=z^*$.

For this finite, non-interacting chain, the energies can thus be computed with a Hermitian eigensolver, and the eigenvectors follow by multiplying with $S$.

## Two cells with integer energies

Take $N=2$, $t_1=5$, $g=3$, $t_2=6$. The intracell amplitudes are $8$ and $2$, so $r=\tfrac12$ and the reciprocal hopping is $4$. In the order $A_0,B_0,A_1,B_1$, the vector $\varphi=(1,2,2,1)$ satisfies $H_0\varphi=8\varphi$. With $S=\mathrm{diag}(1,\tfrac12,\tfrac12,\tfrac14)$ we obtain $\psi=(1,1,1,\tfrac14)$, and directly

$$H\psi=(8\cdot1,\;2\cdot1+6\cdot1,\;6\cdot1+8\cdot\tfrac14,\;2\cdot1)=(8,8,8,2)=8\psi.$$

Normalised, $\psi=(4,4,4,1)/7$. The left cell carries weight $32/49$, whereas $\varphi$ divides its weight equally between the cells. The full spectrum is $\pm8,\pm2$.

## The chain and its rescaling in Lean

The development uses Mathlib's complex matrices.

```lean
import Mathlib

open Matrix
open scoped ComplexOrder

namespace NonreciprocalSSH

noncomputable section
```

The site type is `Fin N ⊕ Fin N`: `inl n` is $A_n$ and `inr n` is $B_n$. The matrix is assembled from four blocks. The two zero blocks say that there are no on-site energies and no hops within a sublattice, which is the chiral structure of the chain. The parameters are real numbers, cast to complex entries.

```lean
/-- Open SSH chain of `N` cells with sites `A_n = inl n` and `B_n = inr n`: the intracell matrix
elements are `t1 + g` at `(A_n, B_n)` and `t1 - g` at `(B_n, A_n)`, and `t2` couples `B_n` and
`A_(n+1)` in both directions. At `g = 0` it is the reciprocal SSH chain. -/
def hamiltonian (N : ℕ) (t1 g t2 : ℝ) : Matrix (Fin N ⊕ Fin N) (Fin N ⊕ Fin N) ℂ :=
  fromBlocks 0
    (of fun m n => if m = n then ((t1 + g : ℝ) : ℂ)
      else if m.val = n.val + 1 then (t2 : ℂ) else 0)
    (of fun m n => if m = n then ((t1 - g : ℝ) : ℂ)
      else if n.val = m.val + 1 then (t2 : ℂ) else 0)
    0
```

The same definition serves for both chains, since $H_0$ is `hamiltonian N (√(t1 ^ 2 - g ^ 2)) 0 t2`. The ratio $r$ and the matrix $S$ follow.

```lean
/-- The ratio `r = √((t1 - g) / (t1 + g))`, meant for `|g| < t1`. -/
def skinRatio (t1 g : ℝ) : ℝ := √((t1 - g) / (t1 + g))

/-- The diagonal matrix `diag(1, r, r, r², r², ..., r^N)` along the chain `A_0, B_0, A_1, ...`:
its entry is `r^n` on `A_n` and `r^(n+1)` on `B_n`. -/
def skinGauge (N : ℕ) (r : ℝ) : Matrix (Fin N ⊕ Fin N) (Fin N ⊕ Fin N) ℂ :=
  diagonal (Sum.elim (fun n => (r : ℂ) ^ n.val) (fun n => (r : ℂ) ^ (n.val + 1)))
```

A single index $j=0,\dots,2N-1$ along the chain would also have described the sites. The matrix would then be visibly tridiagonal and $S$ would have entries $r^{\lceil j/2\rceil}$, but the two kinds of bond would have to be told apart by the parity of $j$, and the sublattice blocks would be hidden.

## Balancing the hoppings

The next theorem contains the algebra of $a$ and $b$. The hypothesis `|g| < t1` makes both amplitudes positive, `h1` is $r=b/a$, and `h2` is $\sqrt{t_1^2-g^2}=ab$. After these substitutions `field_simp` proves the two balance equations.

```lean
/-- For `|g| < t1` the ratio `r` is positive and balances the two intracell hoppings: `(t1 + g) r`
and `(t1 - g) / r` both equal `√(t1² - g²)`, the second written without division. -/
theorem skinRatio_balance {t1 g : ℝ} (hg : |g| < t1) :
    0 < skinRatio t1 g ∧ (t1 + g) * skinRatio t1 g = √(t1 ^ 2 - g ^ 2) ∧
      t1 - g = √(t1 ^ 2 - g ^ 2) * skinRatio t1 g := by
  obtain ⟨hl, hr⟩ := abs_lt.1 hg
  have hp : 0 < t1 + g := by linarith
  have hq : 0 < t1 - g := by linarith
  obtain ⟨a, ha, hap⟩ : ∃ a : ℝ, 0 < a ∧ a ^ 2 = t1 + g :=
    ⟨√(t1 + g), Real.sqrt_pos.2 hp, Real.sq_sqrt hp.le⟩
  obtain ⟨b, hb, hbq⟩ : ∃ b : ℝ, 0 < b ∧ b ^ 2 = t1 - g :=
    ⟨√(t1 - g), Real.sqrt_pos.2 hq, Real.sq_sqrt hq.le⟩
  -- in terms of the roots a, b of the two hoppings, r = b / a and their geometric mean is a b
  have h1 : skinRatio t1 g = b / a := by
    rw [skinRatio, ← hap, ← hbq, ← div_pow, Real.sqrt_sq (div_pos hb ha).le]
  have h2 : √(t1 ^ 2 - g ^ 2) = a * b := by
    have h : t1 ^ 2 - g ^ 2 = (a * b) ^ 2 := by
      rw [mul_pow, hap, hbq]; ring
    rw [h, Real.sqrt_sq (mul_pos ha hb).le]
  rw [h1, h2, ← hap, ← hbq]
  refine ⟨div_pos hb ha, ?_, ?_⟩
  · field_simp
  · field_simp
```

The determinant of $S$ is the product of its diagonal entries, all of them powers of $r$, so it is nonzero when $r$ is.

```lean
/-- For `r ≠ 0` the diagonal rescaling of the chain is invertible. -/
theorem skinGauge_isUnit_det (N : ℕ) {r : ℝ} (hr : r ≠ 0) : IsUnit (skinGauge N r).det := by
  have hc : (r : ℂ) ≠ 0 := Complex.ofReal_ne_zero.2 hr
  rw [isUnit_iff_ne_zero, skinGauge, det_diagonal, Finset.prod_ne_zero_iff]
  rintro (n | n) -
  · exact pow_ne_zero _ hc
  · exact pow_ne_zero _ hc
```

The similarity is first proved without an inverse, as $HS=SH_0$. Multiplication by a diagonal matrix scales columns on one side and rows on the other, so the equation can be checked entry by entry. On the diagonals of the off-diagonal blocks it reads $(t_1+g)r^{m+1}=r^m\sqrt{t_1^2-g^2}$ and $(t_1-g)r^m=r^{m+1}\sqrt{t_1^2-g^2}$. These are the balance equations `c1` and `c2` multiplied by $r^m$, which is what the `linear_combination` steps state. On an intercell bond both sides are $t_2$ times the same power of $r$.

```lean
/-- For `|g| < t1` the rescaling intertwines the nonreciprocal chain with the reciprocal chain of
intracell hopping `√(t1² - g²)`. -/
theorem hamiltonian_mul_skinGauge (N : ℕ) {t1 g : ℝ} (t2 : ℝ) (hg : |g| < t1) :
    hamiltonian N t1 g t2 * skinGauge N (skinRatio t1 g) =
      skinGauge N (skinRatio t1 g) * hamiltonian N (√(t1 ^ 2 - g ^ 2)) 0 t2 := by
  obtain ⟨-, h1, h2⟩ := skinRatio_balance hg
  have c1 : ((t1 + g : ℝ) : ℂ) * (skinRatio t1 g : ℂ) = ((√(t1 ^ 2 - g ^ 2) : ℝ) : ℂ) := by
    rw [← Complex.ofReal_mul, h1]
  have c2 : ((t1 - g : ℝ) : ℂ) = ((√(t1 ^ 2 - g ^ 2) : ℝ) : ℂ) * (skinRatio t1 g : ℂ) := by
    rw [← Complex.ofReal_mul, ← h2]
  ext (m | m) (n | n)
  · simp [skinGauge, hamiltonian, mul_diagonal, diagonal_mul]
  · simp only [skinGauge, hamiltonian, mul_diagonal, diagonal_mul, fromBlocks_apply₁₂, of_apply,
      Sum.elim_inl, Sum.elim_inr, add_zero]
    by_cases h : m = n
    · subst h
      simp only [↓reduceIte]
      linear_combination (skinRatio t1 g : ℂ) ^ m.val * c1
    · by_cases h' : m.val = n.val + 1
      · simp only [h, h', ↓reduceIte]
        ring
      · simp only [h, h', ↓reduceIte]
        ring
  · simp only [skinGauge, hamiltonian, mul_diagonal, diagonal_mul, fromBlocks_apply₂₁, of_apply,
      Sum.elim_inl, Sum.elim_inr, sub_zero]
    by_cases h : m = n
    · subst h
      simp only [↓reduceIte]
      linear_combination (skinRatio t1 g : ℂ) ^ m.val * c2
    · by_cases h' : n.val = m.val + 1
      · simp only [h, h', ↓reduceIte]
        ring
      · simp only [h, h', ↓reduceIte]
        ring
  · simp [skinGauge, hamiltonian, mul_diagonal, diagonal_mul]
```

## Eigenvectors and real energies

For any complex $z$, a vector $\varphi$ solves the reciprocal eigenvalue equation exactly when $S\varphi$ solves the nonreciprocal one. The proof rewrites the latter as $S(H_0\varphi)=S(z\varphi)$ and cancels $S$ by means of `key`.

```lean
/-- For `|g| < t1`, `φ` solves the eigenvalue equation of the reciprocal chain at `z` exactly when
the rescaled vector, with entries multiplied by `r^n` on `A_n` and `r^(n+1)` on `B_n`, solves that
of the nonreciprocal chain at the same `z`. -/
theorem skin_eigenstate_iff (N : ℕ) {t1 g : ℝ} (t2 : ℝ) (hg : |g| < t1) (z : ℂ)
    (φ : Fin N ⊕ Fin N → ℂ) :
    hamiltonian N t1 g t2 *ᵥ (skinGauge N (skinRatio t1 g) *ᵥ φ) =
        z • (skinGauge N (skinRatio t1 g) *ᵥ φ) ↔
      hamiltonian N (√(t1 ^ 2 - g ^ 2)) 0 t2 *ᵥ φ = z • φ := by
  have hS := skinGauge_isUnit_det N (skinRatio_balance hg).1.ne'
  have key : ∀ v, (skinGauge N (skinRatio t1 g))⁻¹ *ᵥ (skinGauge N (skinRatio t1 g) *ᵥ v) = v := by
    intro v
    rw [mulVec_mulVec, nonsing_inv_mul _ hS, one_mulVec]
  rw [mulVec_mulVec, hamiltonian_mul_skinGauge N t2 hg, ← mulVec_mulVec, ← mulVec_smul]
  constructor
  · intro h
    rw [← key (hamiltonian N (√(t1 ^ 2 - g ^ 2)) 0 t2 *ᵥ φ), h, key]
  · intro h
    rw [h]
```

The factor $r^n$ is the envelope behind the skin effect, in which eigenstates of an open nonreciprocal chain accumulate at one end. Where a given eigenstate has its weight depends on $\varphi$ as well as on this factor. For $t_2=0$, for example, the cells are decoupled and an eigenstate can sit in any one of them.

Reality needs two more facts. The first is that the reciprocal chain is Hermitian, which is seen by comparing each entry with the conjugate of its mirror image.

```lean
/-- The reciprocal SSH chain is Hermitian. -/
theorem reciprocal_isHermitian (N : ℕ) (v t2 : ℝ) : (hamiltonian N v 0 t2).IsHermitian := by
  ext (m | m) (n | n)
  · simp [hamiltonian]
  · by_cases h : m = n
    · subst h
      simp [hamiltonian]
    · by_cases h' : m.val = n.val + 1 <;> simp [hamiltonian, h, Ne.symm h, h']
  · by_cases h : m = n
    · subst h
      simp [hamiltonian]
    · by_cases h' : n.val = m.val + 1 <;> simp [hamiltonian, h, Ne.symm h, h']
  · simp [hamiltonian]
```

The second is the expectation-value argument, here for an arbitrary finite Hermitian matrix. In the proof, `h1` lets the matrix act to the right and `h2` to the left; the nonzero factor $\varphi^\dagger\varphi$ is then cancelled.

```lean
/-- An eigenvalue of a Hermitian matrix is real. -/
theorem hermitian_eigenvalue_real {ι : Type*} [Fintype ι] {A : Matrix ι ι ℂ}
    (hA : A.IsHermitian) {z : ℂ} {φ : ι → ℂ} (hφ : φ ≠ 0) (h : A *ᵥ φ = z • φ) : z.im = 0 := by
  -- evaluate the expectation value with A acting to the right and to the left
  have h1 : star φ ⬝ᵥ (A *ᵥ φ) = z * (star φ ⬝ᵥ φ) := by
    rw [h, dotProduct_smul, smul_eq_mul]
  have h2 : star φ ⬝ᵥ (A *ᵥ φ) = star z * (star φ ⬝ᵥ φ) := by
    have h3 := Matrix.star_mulVec A φ
    rw [hA.eq, h, star_smul] at h3
    rw [Matrix.dotProduct_mulVec, ← h3, smul_dotProduct, smul_eq_mul]
  have h0 : star φ ⬝ᵥ φ ≠ 0 := fun h0 => hφ (dotProduct_star_self_eq_zero.1 h0)
  exact Complex.conj_eq_iff_im.1 (mul_right_cancel₀ h0 (h2.symm.trans h1))
```

The main theorem joins three statements: the matrix identity $S^{-1}HS=H_0$, the equality of the characteristic polynomials, and `z.im = 0` for every complex $z$ that has a nonzero eigenvector. The first comes from $HS=SH_0$ by multiplying with $S^{-1}$. For the second, `Matrix.charpoly_mul_comm` exchanges the factors $S^{-1}$ and $HS$, after which $SS^{-1}$ cancels. The third passes from $\psi$ to $S^{-1}\psi$, as in the derivation above.

```lean
/-- For `|g| < t1`, conjugation by `diag(1, r, r, r², r², ..., r^N)` turns the open nonreciprocal
chain into the reciprocal SSH chain with intracell hopping `√(t1² - g²)`; the characteristic
polynomials agree, and every eigenvalue of the nonreciprocal chain is real. -/
theorem nonreciprocal_ssh_similarity (N : ℕ) {t1 g : ℝ} (t2 : ℝ) (hg : |g| < t1) :
    (skinGauge N (skinRatio t1 g))⁻¹ * hamiltonian N t1 g t2 * skinGauge N (skinRatio t1 g) =
        hamiltonian N (√(t1 ^ 2 - g ^ 2)) 0 t2 ∧
      (hamiltonian N t1 g t2).charpoly = (hamiltonian N (√(t1 ^ 2 - g ^ 2)) 0 t2).charpoly ∧
      ∀ (z : ℂ) (ψ : Fin N ⊕ Fin N → ℂ), ψ ≠ 0 →
        hamiltonian N t1 g t2 *ᵥ ψ = z • ψ → z.im = 0 := by
  have hS := skinGauge_isUnit_det N (skinRatio_balance hg).1.ne'
  have hsim : (skinGauge N (skinRatio t1 g))⁻¹ * hamiltonian N t1 g t2 *
      skinGauge N (skinRatio t1 g) = hamiltonian N (√(t1 ^ 2 - g ^ 2)) 0 t2 := by
    rw [mul_assoc, hamiltonian_mul_skinGauge N t2 hg, ← mul_assoc, nonsing_inv_mul _ hS, one_mul]
  refine ⟨hsim, ?_, ?_⟩
  · rw [← hsim, mul_assoc, Matrix.charpoly_mul_comm, mul_assoc, mul_nonsing_inv _ hS, mul_one]
  · intro z ψ hψ h
    -- undo the rescaling and use that the reciprocal chain is Hermitian
    have hback : skinGauge N (skinRatio t1 g) *ᵥ ((skinGauge N (skinRatio t1 g))⁻¹ *ᵥ ψ) = ψ := by
      rw [mulVec_mulVec, mul_nonsing_inv _ hS, one_mulVec]
    refine hermitian_eigenvalue_real (reciprocal_isHermitian N (√(t1 ^ 2 - g ^ 2)) t2)
      (φ := (skinGauge N (skinRatio t1 g))⁻¹ *ᵥ ψ) ?_ ?_
    · intro h0
      rw [h0, mulVec_zero] at hback
      exact hψ hback.symm
    · rw [← skin_eigenstate_iff N t2 hg, hback]
      exact h
```

The theorem holds for every $N$ and every real $t_2$, but only for open ends. If a bond $t_2$ closed the chain into a ring, the rescaling would multiply its two directions by $r^N$ and $r^{-N}$, and the asymmetry would reappear there.

## Stronger asymmetry can make energies complex

When $|t_1|<|g|$, the two intracell amplitudes have opposite signs. Complex energies then become possible, as a single cell, in which $t_2$ plays no part, shows:

$$\begin{pmatrix}0&t_1+g\\t_1-g&0\end{pmatrix}\begin{pmatrix}t_1+g\\ is\end{pmatrix}=is\begin{pmatrix}t_1+g\\ is\end{pmatrix},\qquad s=\sqrt{g^2-t_1^2}>0.$$

The second row holds because $(t_1-g)(t_1+g)=-s^2=(is)^2$. The squared norm of this vector is $2g(g+t_1)$, so the normalised state has weight $(g+t_1)/(2g)$ on $A_0$ and $(g-t_1)/(2g)$ on $B_0$. The Lean proof supplies the same energy and the same unnormalised vector, and verifies the two rows.

```lean
/-- For `|t1| < |g|` a chain of one cell has an eigenvalue with nonzero imaginary part. -/
theorem single_cell_complex_energy {t1 g : ℝ} (t2 : ℝ) (hg : |t1| < |g|) :
    ∃ z : ℂ, z.im ≠ 0 ∧ ∃ ψ : Fin 1 ⊕ Fin 1 → ℂ, ψ ≠ 0 ∧
      hamiltonian 1 t1 g t2 *ᵥ ψ = z • ψ := by
  have hpos : 0 < g ^ 2 - t1 ^ 2 := sub_pos.2 (sq_lt_sq.2 hg)
  obtain ⟨s, hs, hs2⟩ : ∃ s : ℝ, 0 < s ∧ s ^ 2 = g ^ 2 - t1 ^ 2 :=
    ⟨√(g ^ 2 - t1 ^ 2), Real.sqrt_pos.2 hpos, Real.sq_sqrt hpos.le⟩
  have hc : (s : ℂ) ^ 2 = (g : ℂ) ^ 2 - (t1 : ℂ) ^ 2 := by exact_mod_cast hs2
  -- the energy is i s, with amplitudes t1 + g on A and i s on B
  refine ⟨Complex.I * s, by simpa using hs.ne',
    Sum.elim (fun _ => ((t1 + g : ℝ) : ℂ)) (fun _ => Complex.I * s), ?_, ?_⟩
  · intro h
    have h0 : Complex.I * (s : ℂ) = 0 := congrFun h (Sum.inr 0)
    exact mul_ne_zero Complex.I_ne_zero (Complex.ofReal_ne_zero.2 hs.ne') h0
  · ext (m | m)
    · obtain rfl : m = 0 := Subsingleton.elim _ _
      simp only [hamiltonian, mulVec, dotProduct, Fintype.sum_sum_type, Fin.sum_univ_one,
        fromBlocks_apply₁₁, fromBlocks_apply₁₂, of_apply, Matrix.zero_apply, Sum.elim_inl,
        Sum.elim_inr, Pi.smul_apply, smul_eq_mul, ↓reduceIte]
      ring
    · obtain rfl : m = 0 := Subsingleton.elim _ _
      simp only [hamiltonian, mulVec, dotProduct, Fintype.sum_sum_type, Fin.sum_univ_one,
        fromBlocks_apply₂₁, fromBlocks_apply₂₂, of_apply, Matrix.zero_apply, Sum.elim_inl,
        Sum.elim_inr, Pi.smul_apply, smul_eq_mul, ↓reduceIte]
      push_cast
      linear_combination -(s : ℂ) ^ 2 * Complex.I_sq + hc

end

end NonreciprocalSSH
```

This example concerns $N=1$ only. In a longer chain the coupling $t_2$ matters too: for two cells the energies solve $E^2\mp t_2E+(g^2-t_1^2)=0$, so they are all real when $t_2^2\ge4(g^2-t_1^2)$. The borderline $|g|=|t_1|$, and negative $t_1$ with $|g|<|t_1|$, are covered by neither theorem.

```lean
#print axioms NonreciprocalSSH.nonreciprocal_ssh_similarity
-- 'NonreciprocalSSH.nonreciprocal_ssh_similarity' depends on axioms: [propext, Classical.choice, Quot.sound]
#print axioms NonreciprocalSSH.single_cell_complex_energy
-- 'NonreciprocalSSH.single_cell_complex_energy' depends on axioms: [propext, Classical.choice, Quot.sound]
```
